# An exponential bound on the energy error of imaginary-time projection in a finite spectrum

Take two levels $E_0<E_1$ with initial weights $0<w_0\le1$ and $w_1=1-w_0$. With $\hbar=1$, imaginary time $t$ multiplies each weight by $e^{-2E_it}$, so the mean energy $E(t)$ satisfies

$$E(t)-E_0=\frac{(E_1-E_0)\,w_1e^{-2(E_1-E_0)t}}{w_0+w_1e^{-2(E_1-E_0)t}}.$$

The numerator decays at twice the gap, while the denominator never falls below $w_0$.

In Lean 4 with Mathlib:

```lean
import Mathlib

open Filter Topology
open scoped InnerProductSpace

namespace ImaginaryTimeProjection

noncomputable section

variable {ι : Type*} [Fintype ι]

/-- The sum `∑ wᵢ exp(-2 Eᵢ t)` over levels `E` with initial weights `w`. -/
def normSqAt (w E : ι → ℝ) (t : ℝ) : ℝ :=
  ∑ i, w i * Real.exp (-2 * E i * t)

/-- The projected energy `E(t)`: the mean of the levels with weights `wᵢ exp(-2 Eᵢ t)`. -/
def projectedEnergy (w E : ι → ℝ) (t : ℝ) : ℝ :=
  (∑ i, w i * E i * Real.exp (-2 * E i * t)) / normSqAt w E t

/-- If `∑ wᵢ exp(-2 Eᵢ t)` is non-zero, the projected energy measured from a reference energy `c` is
the weighted mean of the shifted levels `Eᵢ - c`. -/
theorem projectedEnergy_sub (w E : ι → ℝ) (t c : ℝ) (hZ : normSqAt w E t ≠ 0) :
    projectedEnergy w E t - c
      = (∑ i, w i * (E i - c) * Real.exp (-2 * E i * t)) / normSqAt w E t := by
  have h : ∑ i, w i * (E i - c) * Real.exp (-2 * E i * t)
      = ∑ i, w i * E i * Real.exp (-2 * E i * t) - c * normSqAt w E t := by
    unfold normSqAt
    rw [Finset.mul_sum, ← Finset.sum_sub_distrib]
    exact Finset.sum_congr rfl fun i _ => by ring
  unfold projectedEnergy
  rw [h, sub_div, mul_div_assoc c, div_self hZ, mul_one]

/-- For non-negative weights, `D ≥ 0`, `t ≥ 0` and all levels other than `g` in
`[E_g + D, E_max]`, the sum `∑ wᵢ (Eᵢ - E_g) exp(-2 Eᵢ t)` is at most the weight outside
level `g` times
`(E_max - E_g) exp(-2 D t) exp(-2 E_g t)`. -/
theorem excess_le (w E : ι → ℝ) (g : ι) (D Emax t : ℝ) (hw : ∀ i, 0 ≤ w i) (hD : 0 ≤ D)
    (hlo : ∀ i, i ≠ g → E g + D ≤ E i) (hhi : ∀ i, i ≠ g → E i ≤ Emax) (ht : 0 ≤ t) :
    ∑ i, w i * (E i - E g) * Real.exp (-2 * E i * t)
      ≤ (∑ i, w i - w g)
        * ((Emax - E g) * (Real.exp (-2 * D * t) * Real.exp (-2 * E g * t))) := by
  classical
  have h1 : ∑ i ∈ Finset.univ.erase g, w i = ∑ i, w i - w g := by
    have h := Finset.add_sum_erase Finset.univ w (Finset.mem_univ g)
    linarith
  calc ∑ i, w i * (E i - E g) * Real.exp (-2 * E i * t)
      = w g * (E g - E g) * Real.exp (-2 * E g * t)
        + ∑ i ∈ Finset.univ.erase g, w i * (E i - E g) * Real.exp (-2 * E i * t) :=
        (Finset.add_sum_erase Finset.univ
          (fun i => w i * (E i - E g) * Real.exp (-2 * E i * t)) (Finset.mem_univ g)).symm
    -- the level g itself carries no excitation energy
    _ = ∑ i ∈ Finset.univ.erase g, w i * (E i - E g) * Real.exp (-2 * E i * t) := by
        rw [sub_self, mul_zero, zero_mul, zero_add]
    -- every other level decays at least as fast as the gap dictates
    _ ≤ ∑ i ∈ Finset.univ.erase g,
          w i * ((Emax - E g) * (Real.exp (-2 * D * t) * Real.exp (-2 * E g * t))) := by
        refine Finset.sum_le_sum fun i hi => ?_
        have hne : i ≠ g := Finset.ne_of_mem_erase hi
        have ha : E i - E g ≤ Emax - E g := by linarith [hhi i hne]
        have h0 : 0 ≤ E i - E g := by linarith [hlo i hne]
        have he : Real.exp (-2 * E i * t)
            ≤ Real.exp (-2 * D * t) * Real.exp (-2 * E g * t) := by
          rw [← Real.exp_add]
          apply Real.exp_le_exp.mpr
          nlinarith [mul_le_mul_of_nonneg_right (hlo i hne) ht]
        rw [mul_assoc (w i)]
        exact mul_le_mul_of_nonneg_left
          (mul_le_mul ha he (Real.exp_pos _).le (h0.trans ha)) (hw i)
    _ = _ := by rw [← Finset.sum_mul, h1]

/-- For `D ≥ 0`, `t ≥ 0`, non-negative weights with `w_g > 0`, not necessarily normalised, and all
other levels in `[E_g + D, E_max]`, the difference `E(t) - E_g` lies between `0` and `(E_max - E_g)
r exp(-2 D t)`, where `r` is the ratio of the weight outside level `g` to the weight on it. -/
theorem projectedEnergy_bound_unnormalised (w E : ι → ℝ) (g : ι) (D Emax t : ℝ)
    (hw : ∀ i, 0 ≤ w i) (hg : 0 < w g) (hD : 0 ≤ D)
    (hlo : ∀ i, i ≠ g → E g + D ≤ E i) (hhi : ∀ i, i ≠ g → E i ≤ Emax) (ht : 0 ≤ t) :
    0 ≤ projectedEnergy w E t - E g ∧
      projectedEnergy w E t - E g
        ≤ (Emax - E g) * ((∑ i, w i - w g) / w g) * Real.exp (-2 * D * t) := by
  have hZ0 : 0 < w g * Real.exp (-2 * E g * t) := mul_pos hg (Real.exp_pos _)
  -- the denominator is at least its term from level g
  have hZ : w g * Real.exp (-2 * E g * t) ≤ normSqAt w E t := by
    unfold normSqAt
    exact Finset.single_le_sum (f := fun i => w i * Real.exp (-2 * E i * t))
      (fun i _ => mul_nonneg (hw i) (Real.exp_pos _).le) (Finset.mem_univ g)
  have hZpos : 0 < normSqAt w E t := lt_of_lt_of_le hZ0 hZ
  have hN : 0 ≤ ∑ i, w i * (E i - E g) * Real.exp (-2 * E i * t) := by
    refine Finset.sum_nonneg fun i _ => ?_
    by_cases h : i = g
    · rw [h, sub_self, mul_zero, zero_mul]
    · exact mul_nonneg (mul_nonneg (hw i) (by linarith [hlo i h])) (Real.exp_pos _).le
  have hB := excess_le w E g D Emax t hw hD hlo hhi ht
  rw [projectedEnergy_sub w E t (E g) hZpos.ne']
  refine ⟨div_nonneg hN hZpos.le, ?_⟩
  refine (div_le_div_of_nonneg_left hN hZ0 hZ).trans ?_
  rw [div_le_iff₀ hZ0]
  refine hB.trans (le_of_eq ?_)
  have hne : w g ≠ 0 := hg.ne'
  have hq : (∑ i, w i - w g) / w g * w g = ∑ i, w i - w g := by
    exact div_mul_cancel₀ _ hne
  linear_combination
    (-(Emax - E g) * Real.exp (-2 * D * t) * Real.exp (-2 * E g * t)) * hq

/-- For `D ≥ 0`, `t ≥ 0`, normalised non-negative weights with `w_g > 0` and all other levels in `[E_g + D, E_max]`, the
projected energy obeys `0 ≤ E(t) - E_g ≤ (E_max - E_g) ((1 - w_g) / w_g) exp(-2 D t)`. -/
theorem projectedEnergy_bound (w E : ι → ℝ) (g : ι) (D Emax t : ℝ)
    (hw : ∀ i, 0 ≤ w i) (hsum : ∑ i, w i = 1) (hg : 0 < w g) (hD : 0 ≤ D)
    (hlo : ∀ i, i ≠ g → E g + D ≤ E i) (hhi : ∀ i, i ≠ g → E i ≤ Emax) (ht : 0 ≤ t) :
    0 ≤ projectedEnergy w E t - E g ∧
      projectedEnergy w E t - E g
        ≤ (Emax - E g) * ((1 - w g) / w g) * Real.exp (-2 * D * t) := by
  have h := projectedEnergy_bound_unnormalised w E g D Emax t hw hg hD hlo hhi ht
  rwa [hsum] at h

/-- For non-negative weights, if level `g` lies strictly below all others and has positive weight,
the projected energy tends to `E_g` as `t → ∞`. -/
theorem projectedEnergy_tendsto (w E : ι → ℝ) (g : ι) (hw : ∀ i, 0 ≤ w i) (hg : 0 < w g)
    (hgap : ∀ i, i ≠ g → E g < E i) :
    Tendsto (projectedEnergy w E) atTop (𝓝 (E g)) := by
  classical
  -- a finite spectrum has a positive gap and an upper bound
  obtain ⟨D, hD, hlo⟩ : ∃ D : ℝ, 0 < D ∧ ∀ i, i ≠ g → E g + D ≤ E i := by
    obtain ⟨j, -, hj⟩ := Finset.exists_min_image Finset.univ
      (fun i => if i = g then (1 : ℝ) else E i - E g) ⟨g, Finset.mem_univ g⟩
    refine ⟨if j = g then 1 else E j - E g, ?_, fun i hi => ?_⟩
    · split_ifs with h
      · exact one_pos
      · exact sub_pos.mpr (hgap j h)
    · have h2 : (if j = g then (1 : ℝ) else E j - E g)
          ≤ (if i = g then (1 : ℝ) else E i - E g) := hj i (Finset.mem_univ i)
      rw [if_neg hi] at h2
      linarith
  obtain ⟨M, hM⟩ := (Set.finite_range E).bddAbove
  have hhi : ∀ i, i ≠ g → E i ≤ M := fun i _ => hM ⟨i, rfl⟩
  have hlin : Tendsto (fun t : ℝ => -2 * D * t) atTop atBot :=
    Filter.Tendsto.const_mul_atTop_of_neg (show -2 * D < 0 by linarith) Filter.tendsto_id
  have hexp : Tendsto (fun t : ℝ => Real.exp (-2 * D * t)) atTop (𝓝 0) :=
    Real.tendsto_exp_atBot.comp hlin
  have hup := (hexp.const_mul ((M - E g) * ((∑ i, w i - w g) / w g))).const_add (E g)
  rw [mul_zero, add_zero] at hup
  -- squeeze between E_g and the exponential bound
  refine tendsto_of_tendsto_of_tendsto_of_le_of_le' tendsto_const_nhds hup ?_ ?_
  · filter_upwards [eventually_ge_atTop (0 : ℝ)] with t ht
    linarith [(projectedEnergy_bound_unnormalised w E g D M t hw hg hD.le hlo hhi ht).1]
  · filter_upwards [eventually_ge_atTop (0 : ℝ)] with t ht
    linarith [(projectedEnergy_bound_unnormalised w E g D M t hw hg hD.le hlo hhi ht).2]

/-- Closed form of `E(t) - E₀` for a two-level system. -/
theorem twoLevel_projectedEnergy (w E : Fin 2 → ℝ) (hw0 : 0 < w 0) (hw1 : 0 ≤ w 1) (t : ℝ) :
    projectedEnergy w E t - E 0
      = (E 1 - E 0) * w 1 * Real.exp (-2 * (E 1 - E 0) * t)
        / (w 0 + w 1 * Real.exp (-2 * (E 1 - E 0) * t)) := by
  have hx : Real.exp (-2 * E 1 * t)
      = Real.exp (-2 * E 0 * t) * Real.exp (-2 * (E 1 - E 0) * t) := by
    rw [← Real.exp_add]
    congr 1
    ring
  -- the common factor exp(-2 E₀ t) cancels
  have key : ∀ a y : ℝ, 0 < a → 0 < y →
      (w 0 * E 0 * a + w 1 * E 1 * (a * y)) / (w 0 * a + w 1 * (a * y)) - E 0
        = (E 1 - E 0) * w 1 * y / (w 0 + w 1 * y) := by
    intro a y ha hy
    have h1 : 0 < w 0 + w 1 * y := add_pos_of_pos_of_nonneg hw0 (mul_nonneg hw1 hy.le)
    have h2 : 0 < w 0 * a + w 1 * (a * y) :=
      add_pos_of_pos_of_nonneg (mul_pos hw0 ha) (mul_nonneg hw1 (mul_pos ha hy).le)
    rw [eq_div_iff h1.ne', sub_mul, div_mul_eq_mul_div, sub_eq_iff_eq_add, div_eq_iff h2.ne']
    ring
  unfold projectedEnergy normSqAt
  simp only [Fin.sum_univ_two]
  rw [hx]
  exact key _ _ (Real.exp_pos _) (Real.exp_pos _)

/-- For a two-level system with `E₀ < E₁` and normalised weights `w₀ > 0`, `w₁ ≥ 0`, the ratio
`(E(t) - E₀) / exp(-2 (E₁ - E₀) t)` tends to `(E₁ - E₀) (1 - w₀) / w₀` as `t → ∞`. -/
theorem twoLevel_sharp (w E : Fin 2 → ℝ) (hw0 : 0 < w 0) (hw1 : 0 ≤ w 1)
    (hsum : ∑ i, w i = 1) (hE : E 0 < E 1) :
    Tendsto (fun t => (projectedEnergy w E t - E 0) / Real.exp (-2 * (E 1 - E 0) * t))
      atTop (𝓝 ((E 1 - E 0) * ((1 - w 0) / w 0))) := by
  have hw : w 1 = 1 - w 0 := by
    rw [Fin.sum_univ_two] at hsum
    linarith
  have hfun : (fun t => (projectedEnergy w E t - E 0) / Real.exp (-2 * (E 1 - E 0) * t))
      = fun t => (E 1 - E 0) * w 1 / (w 0 + w 1 * Real.exp (-2 * (E 1 - E 0) * t)) := by
    funext t
    rw [twoLevel_projectedEnergy w E hw0 hw1 t, div_right_comm,
      mul_div_cancel_right₀ _ (Real.exp_pos _).ne']
  have hlin : Tendsto (fun t : ℝ => -2 * (E 1 - E 0) * t) atTop atBot :=
    Filter.Tendsto.const_mul_atTop_of_neg (show -2 * (E 1 - E 0) < 0 by linarith)
      Filter.tendsto_id
  have hexp : Tendsto (fun t : ℝ => Real.exp (-2 * (E 1 - E 0) * t)) atTop (𝓝 0) :=
    Real.tendsto_exp_atBot.comp hlin
  have hne : w 0 + w 1 * 0 ≠ 0 := by
    rw [mul_zero, add_zero]
    exact hw0.ne'
  have hc : Tendsto (fun _ : ℝ => (E 1 - E 0) * w 1) atTop (𝓝 ((E 1 - E 0) * w 1)) :=
    tendsto_const_nhds
  have h := hc.div ((hexp.const_mul (w 1)).const_add (w 0)) hne
  have hval : (E 1 - E 0) * ((1 - w 0) / w 0) = (E 1 - E 0) * w 1 / (w 0 + w 1 * 0) := by
    rw [mul_zero, add_zero, hw]
    ring
  rw [hfun, hval]
  exact h

variable {V : Type*} [NormedAddCommGroup V] [InnerProductSpace ℂ V]

/-- The state at imaginary time `t`: each amplitude `⟨bᵢ, ψ⟩` is multiplied by `exp(-Eᵢ t)`. -/
def propagate (b : OrthonormalBasis ι ℂ V) (E : ι → ℝ) (ψ : V) (t : ℝ) : V :=
  ∑ i, (((Real.exp (-E i * t) : ℝ) : ℂ) * ⟪b i, ψ⟫_ℂ) • b i

/-- The weight `|⟨bᵢ, ψ⟩|²` of the state `ψ` on the basis vector `bᵢ`. -/
def weight (b : OrthonormalBasis ι ℂ V) (ψ : V) (i : ι) : ℝ :=
  ‖⟪b i, ψ⟫_ℂ‖ ^ 2

/-- The Rayleigh quotient `Re ⟨φ, H φ⟩ / ‖φ‖²`. -/
def rayleigh (H : V →ₗ[ℂ] V) (φ : V) : ℝ :=
  (⟪φ, H φ⟫_ℂ).re / ‖φ‖ ^ 2

/-- The linear operator defined by sending each basis vector `bᵢ` to `Eᵢ bᵢ`. -/
def spectralHamiltonian (b : OrthonormalBasis ι ℂ V) (E : ι → ℝ) : V →ₗ[ℂ] V :=
  b.toBasis.constr ℂ (fun i => ((E i : ℝ) : ℂ) • b i)

/-- The amplitude of the propagated state on `bⱼ` is `exp(-Eⱼ t) ⟨bⱼ, ψ⟩`. -/
theorem inner_propagate (b : OrthonormalBasis ι ℂ V) (E : ι → ℝ) (ψ : V) (t : ℝ) (j : ι) :
    ⟪b j, propagate b E ψ t⟫_ℂ = ((Real.exp (-E j * t) : ℝ) : ℂ) * ⟪b j, ψ⟫_ℂ := by
  unfold propagate
  exact b.orthonormal.inner_right_fintype
    (fun i => ((Real.exp (-E i * t) : ℝ) : ℂ) * ⟪b i, ψ⟫_ℂ) j

/-- If `H bᵢ = Eᵢ bᵢ` for all `i`, the propagated state starts at `ψ` and solves the
imaginary-time Schrödinger equation
`dψ/dt = -H ψ`. -/
theorem propagate_solves (b : OrthonormalBasis ι ℂ V) (E : ι → ℝ) (H : V →ₗ[ℂ] V)
    (hH : ∀ i, H (b i) = ((E i : ℝ) : ℂ) • b i) (ψ : V) :
    propagate b E ψ 0 = ψ ∧
      ∀ t : ℝ, HasDerivAt (fun s : ℝ => propagate b E ψ s) (-(H (propagate b E ψ t))) t := by
  refine ⟨?_, fun t => ?_⟩
  · unfold propagate
    simp only [mul_zero, Real.exp_zero, Complex.ofReal_one, one_mul]
    exact b.sum_repr' ψ
  · -- differentiate mode by mode
    have h : ∀ i, HasDerivAt
        (fun s : ℝ => (((Real.exp (-E i * s) : ℝ) : ℂ) * ⟪b i, ψ⟫_ℂ) • b i)
        ((((Real.exp (-E i * t) * -E i : ℝ) : ℂ) * ⟪b i, ψ⟫_ℂ) • b i) t := by
      intro i
      have h1 : HasDerivAt (fun s : ℝ => -E i * s) (-E i) t :=
        ((hasDerivAt_id' t).const_mul (-E i)).congr_deriv (mul_one _)
      exact ((h1.exp.ofReal_comp).mul_const (⟪b i, ψ⟫_ℂ)).smul_const (b i)
    have hs := HasDerivAt.fun_sum (fun i (_ : i ∈ Finset.univ) => h i)
    have heq : ∑ i, (((Real.exp (-E i * t) * -E i : ℝ) : ℂ) * ⟪b i, ψ⟫_ℂ) • b i
        = -(H (propagate b E ψ t)) := by
      unfold propagate
      rw [map_sum, ← Finset.sum_neg_distrib]
      refine Finset.sum_congr rfl fun i _ => ?_
      rw [map_smul, hH, smul_smul, ← neg_smul]
      congr 1
      push_cast
      ring
    exact hs.congr_deriv heq

/-- If `H bᵢ = Eᵢ bᵢ` for all `i`, the squared norm of the propagated state is `∑ wᵢ exp(-2 Eᵢ t)` and its unnormalised energy
`Re ⟨ψ(t), H ψ(t)⟩` is `∑ wᵢ Eᵢ exp(-2 Eᵢ t)`, with `wᵢ = |⟨bᵢ, ψ⟩|²`. -/
theorem propagate_moments (b : OrthonormalBasis ι ℂ V) (E : ι → ℝ) (H : V →ₗ[ℂ] V)
    (hH : ∀ i, H (b i) = ((E i : ℝ) : ℂ) • b i) (ψ : V) (t : ℝ) :
    ‖propagate b E ψ t‖ ^ 2 = normSqAt (weight b ψ) E t ∧
      (⟪propagate b E ψ t, H (propagate b E ψ t)⟫_ℂ).re
        = ∑ i, weight b ψ i * E i * Real.exp (-2 * E i * t) := by
  -- Parseval identity in the basis b
  have hP : ∀ φ : V, ‖φ‖ ^ 2 = ∑ i, ‖⟪b i, φ⟫_ℂ‖ ^ 2 := by
    intro φ
    exact (b.sum_sq_norm_inner_right φ).symm
  have key : ∀ (c : ℂ) (e : ℝ), (c * (e : ℂ) * starRingEnd ℂ c).re = e * ‖c‖ ^ 2 := by
    intro c e
    rw [mul_right_comm, Complex.mul_conj, Complex.normSq_eq_norm_sq, ← Complex.ofReal_mul,
      Complex.ofReal_re]
    ring
  -- spectral form of the expectation value
  have hE : ∀ φ : V, (⟪φ, H φ⟫_ℂ).re = ∑ i, E i * ‖⟪b i, φ⟫_ℂ‖ ^ 2 := by
    intro φ
    have hφ : ∑ i, ⟪b i, φ⟫_ℂ • b i = φ := b.sum_repr' φ
    have h1 : H φ = ∑ i, (⟪b i, φ⟫_ℂ * ((E i : ℝ) : ℂ)) • b i := by
      calc H φ = H (∑ i, ⟪b i, φ⟫_ℂ • b i) := congrArg H hφ.symm
        _ = _ := by
          rw [map_sum]
          refine Finset.sum_congr rfl fun i _ => ?_
          rw [map_smul, hH, smul_smul]
    rw [h1, inner_sum, Complex.re_sum]
    refine Finset.sum_congr rfl fun i _ => ?_
    have hc : ⟪φ, b i⟫_ℂ = starRingEnd ℂ ⟪b i, φ⟫_ℂ := (inner_conj_symm _ _).symm
    rw [inner_smul_right, hc]
    exact key _ _
  have hn : ∀ i, ‖⟪b i, propagate b E ψ t⟫_ℂ‖ ^ 2
      = weight b ψ i * Real.exp (-2 * E i * t) := by
    intro i
    have h2 : Real.exp (-E i * t) ^ 2 = Real.exp (-2 * E i * t) := by
      rw [sq, ← Real.exp_add]
      congr 1
      ring
    rw [inner_propagate, norm_mul, Complex.norm_real, Real.norm_eq_abs, mul_pow, sq_abs, h2]
    unfold weight
    ring
  refine ⟨?_, ?_⟩
  · rw [hP]
    unfold normSqAt
    exact Finset.sum_congr rfl fun i _ => hn i
  · rw [hE]
    refine Finset.sum_congr rfl fun i _ => ?_
    rw [hn i]
    ring

/-- For `D ≥ 0`, `t ≥ 0`, an operator with `H bᵢ = Eᵢ bᵢ` and a normalised state overlapping
the eigenvector `b_g`, with all other eigenvalues in
`[E_g + D, E_max]`, the Rayleigh quotient of the propagated state exceeds `E_g` by an amount
between `0` and `(E_max - E_g) ((1 - w_g) / w_g) exp(-2 D t)`, where `w_g = |⟨b_g, ψ⟩|²`. -/
theorem rayleigh_propagate_bound (b : OrthonormalBasis ι ℂ V) (E : ι → ℝ) (H : V →ₗ[ℂ] V)
    (hH : ∀ i, H (b i) = ((E i : ℝ) : ℂ) • b i) (ψ : V) (hψ : ‖ψ‖ = 1) (g : ι)
    (hg : ⟪b g, ψ⟫_ℂ ≠ 0) (D Emax t : ℝ) (hD : 0 ≤ D)
    (hlo : ∀ i, i ≠ g → E g + D ≤ E i) (hhi : ∀ i, i ≠ g → E i ≤ Emax) (ht : 0 ≤ t) :
    0 ≤ rayleigh H (propagate b E ψ t) - E g ∧
      rayleigh H (propagate b E ψ t) - E g
        ≤ (Emax - E g) * ((1 - weight b ψ g) / weight b ψ g) * Real.exp (-2 * D * t) := by
  have hw : ∀ i, 0 ≤ weight b ψ i := fun i => sq_nonneg _
  have hg' : 0 < weight b ψ g := pow_pos (norm_pos_iff.mpr hg) 2
  -- the weights sum to the squared norm at t = 0
  have hsum : ∑ i, weight b ψ i = 1 := by
    have h0 := (propagate_moments b E H hH ψ 0).1
    rw [(propagate_solves b E H hH ψ).1, hψ] at h0
    simp only [normSqAt, mul_zero, Real.exp_zero, mul_one, one_pow] at h0
    exact h0.symm
  have h := propagate_moments b E H hH ψ t
  have hR : rayleigh H (propagate b E ψ t) = projectedEnergy (weight b ψ) E t := by
    unfold rayleigh projectedEnergy
    rw [h.1, h.2]
  rw [hR]
  exact projectedEnergy_bound (weight b ψ) E g D Emax t hw hsum hg' hD hlo hhi ht

/-- For any orthonormal basis `b` and any real levels `E`, the operator
`spectralHamiltonian b E` satisfies `H bᵢ = Eᵢ bᵢ`. -/
theorem eigenbasis_witness (b : OrthonormalBasis ι ℂ V) (E : ι → ℝ) (i : ι) :
    spectralHamiltonian b E (b i) = ((E i : ℝ) : ℂ) • b i := by
  have h := b.toBasis.constr_basis ℂ (fun i => ((E i : ℝ) : ℂ) • b i) i
  rw [OrthonormalBasis.coe_toBasis] at h
  exact h

end

end ImaginaryTimeProjection
```

```lean
#print axioms ImaginaryTimeProjection.projectedEnergy_bound
#print axioms ImaginaryTimeProjection.projectedEnergy_tendsto
#print axioms ImaginaryTimeProjection.twoLevel_sharp
#print axioms ImaginaryTimeProjection.rayleigh_propagate_bound
```

```
'ImaginaryTimeProjection.projectedEnergy_bound' depends on axioms: [propext, Classical.choice, Quot.sound]
'ImaginaryTimeProjection.projectedEnergy_tendsto' depends on axioms: [propext, Classical.choice, Quot.sound]
'ImaginaryTimeProjection.twoLevel_sharp' depends on axioms: [propext, Classical.choice, Quot.sound]
'ImaginaryTimeProjection.rayleigh_propagate_bound' depends on axioms: [propext, Classical.choice, Quot.sound]
```

## The bound for any finite set of levels

In `projectedEnergy_bound`, `ι` is a finite index set, `g` labels the ground level, and the weights `w` are non-negative with sum 1 and $w_g>0$. All other levels lie between $E_g+D$ and $E_{\max}$ (`Emax`), with $D\ge0$. For $t\ge0$,

$$0\le E(t)-E_g\le (E_{\max}-E_g)\frac{1-w_g}{w_g}e^{-2Dt}.$$

Here `normSqAt` is $N(t)=\sum_i w_ie^{-2E_it}$, and `projectedEnergy` is $E(t)=\sum_i w_iE_ie^{-2E_it}/N(t)$. At $D=0$ the bound holds but does not decay. A degenerate ground level forces $D=0$ if its states are listed separately. Listing them as one level with their total weight leaves $E(t)$ unchanged and lets $D$ be the gap to the next distinct level, so the error still decays.

## States and operators

`rayleigh_propagate_bound` gives the same inequality for a unit vector $\psi$ in a complex inner product space with a finite orthonormal basis $b_i$. The hypothesis `hH` says that $Hb_i=E_ib_i$ with real $E_i$; `eigenbasis_witness` supplies such an operator for any basis and levels. The weights are $w_i=|\langle b_i,\psi\rangle|^2$, and `hg` requires overlap with $b_g$.

The state $\psi(t)=\sum_i e^{-E_it}\langle b_i,\psi\rangle b_i$ starts at $\psi$. Differentiating each term brings down $-E_i$, so $d\psi/dt=-H\psi$ with $\hbar=1$ (`propagate_solves`). By orthonormality,

$$\|\psi(t)\|^2=\sum_i w_ie^{-2E_it},\qquad \mathrm{Re}\,\langle\psi(t),H\psi(t)\rangle=\sum_i w_iE_ie^{-2E_it}.$$

These are the two identities of `propagate_moments`; their quotient is the Rayleigh quotient, equal to $E(t)$. At $t=0$ the first gives $\sum_iw_i=1$.

For a finite-dimensional Hamiltonian propagated exactly, the result bounds how far the Rayleigh quotient of the propagated state lies above $E_g$. A mixed estimator $\langle\varphi,H\psi(t)\rangle/\langle\varphi,\psi(t)\rangle$ pairs the propagated state with a trial state $\varphi$. If $\varphi=\psi$, it equals $E(t/2)$, so the bound applies with $t/2$ in place of $t$; for a general $\varphi$ the theorem gives no bound. Time-step and sampling errors are not included.

## Why the error decays

Subtracting $E_g=E_gN(t)/N(t)$ gives (`projectedEnergy_sub`)

$$E(t)-E_g=\frac{\sum_i w_i(E_i-E_g)e^{-2E_it}}{N(t)}.$$

The term $i=g$ vanishes. For $i\ne g$, $0\le E_i-E_g\le E_{\max}-E_g$, and $t\ge0$ gives $e^{-2E_it}\le e^{-2Dt}e^{-2E_gt}$. Since the remaining weights sum to $1-w_g$, the numerator is non-negative and at most

$$(1-w_g)(E_{\max}-E_g)e^{-2Dt}e^{-2E_gt}.$$

`excess_le` does this by splitting off `g` and comparing the other terms with `Finset.sum_le_sum`. It keeps a general total weight, with $\sum_iw_i-w_g$ in place of $1-w_g$.

All terms of $N(t)$ are non-negative, so $N(t)\ge w_ge^{-2E_gt}>0$. Replacing $N(t)$ by this smaller value can only raise the quotient, and $e^{-2E_gt}$ cancels. This is `projectedEnergy_bound_unnormalised`; setting the total weight to 1 gives the stated bound.

If $E_g$ is strictly lowest, finiteness supplies some $D>0$ and an upper bound on the levels. `projectedEnergy_tendsto` then squeezes $E(t)$ to $E_g$.

For two levels, dividing the opening formula by $e^{-2(E_1-E_0)t}$ and letting $t\to\infty$ leaves $(E_1-E_0)(1-w_0)/w_0$ (`twoLevel_sharp`). This is the prefactor of the bound with $D=E_1-E_0$ and $E_{\max}=E_1$.
